# For the force i(HP − PH), the dipole-shielding sum rule is missed by minus the commutator error

Apply the same small static force λ to each of the N electrons of an atom or molecule with clamped nuclei. In the new stationary state the total electron momentum is constant, so the nuclei must pull back with force −Nλ. This is the dipole-shielding sum rule. It rests on the canonical relation DP − PD = iN, where D and P are the total electron position and momentum along the force, and ħ = 1.

A finite basis replaces these operators by matrices, which cannot satisfy the relation in every state. Let H be the matrix of the N-electron Hamiltonian without the applied force. Suppose that H, P and D are Hermitian and that a nondegenerate level g of H has ⟨DP − PD⟩ = i(N + e). The response of the force i(HP − PH), per unit λ, then differs from −N by exactly −e.

In Lean 4 with Mathlib:

```lean
import Mathlib

open Matrix Complex
open scoped ComplexConjugate

namespace DipoleShieldingSumRule

noncomputable section

variable {ι : Type*} [Fintype ι] [DecidableEq ι]
```

## States, force and response

The type `ι` labels the finitely many basis states. The columns of U are orthonormal eigenvectors of H with real energies E_k:

UᴴU = 1, HU = U diag(E).

```lean
/-- The columns of `U` are orthonormal eigenvectors of `H`, with real energies `E`. -/
structure IsEigenbasis (H U : Matrix ι ι ℂ) (E : ι → ℝ) : Prop where
  unitary : Uᴴ * U = 1
  eigen : H * U = U * diagonal (fun k => (E k : ℂ))
```

The matrix element of A between eigenstates j and k is

A_jk = (UᴴAU)_jk.

```lean
/-- The matrix element of the operator `A` between the states in columns `j` and `k` of `U`. -/
def matEl (U A : Matrix ι ι ℂ) (j k : ι) : ℂ := (Uᴴ * A * U) j k
```

The force is the rate of change of P:

G = i(HP − PH).

It is built from the matrices H and P. The matrix of the Coulomb force from the nuclei in the same basis can differ from it, and the theorems say nothing about that matrix.

```lean
/-- The force operator `i(HP - PH)`, the rate of change of the momentum `P`. -/
def force (H P : Matrix ι ι ℂ) : Matrix ι ι ℂ := I • (H * P - P * H)
```

When H becomes H − λD, first-order perturbation theory adds λ Σ_{n≠g} |n⟩ D_ng/(E_n − E_g) to state g. The expectation value of a Hermitian F then changes, per unit λ, by

R = 2 Re Σ_{n≠g} F_gn D_ng/(E_n − E_g).

The file takes this formula as the definition of the response; it does not derive the perturbation theory.

```lean
/-- The sum-over-states response `2 Re ∑ F_gn D_ng / (E_n - E_g)` over `n ≠ g`, for a level `g`
whose energy differs from all the others. -/
def response (U : Matrix ι ι ℂ) (E : ι → ℝ) (F D : Matrix ι ι ℂ) (g : ι) : ℝ :=
  2 * (∑ n ∈ Finset.univ.erase g,
    matEl U F g n * matEl U D n g / ((E n : ℂ) - (E g : ℂ))).re
```

Every Hermitian H has such an eigenbasis, by Mathlib's spectral theorem.

```lean
/-- Every Hermitian matrix has an orthonormal eigenbasis with real energies. -/
theorem exists_eigenbasis {H : Matrix ι ι ℂ} (hH : H.IsHermitian) :
    ∃ (U : Matrix ι ι ℂ) (E : ι → ℝ), IsEigenbasis H U E := by
  refine ⟨hH.eigenvectorUnitary, hH.eigenvalues, ?_, ?_⟩
  · exact Matrix.mem_unitaryGroup_iff'.mp hH.eigenvectorUnitary.2
  · ext i j
    have h := congrFun (hH.mulVec_eigenvectorBasis j) i
    simp only [Pi.smul_apply, Complex.real_smul] at h
    rw [Matrix.mul_diagonal, mul_comm (_ : ℂ) (hH.eigenvalues j : ℂ)]
    exact h
```

## Cancelling the energy denominators

Since UUᴴ = 1 can be inserted between two operators,

(AB)_jk = Σ_n A_jn B_nk.

```lean
/-- Completeness: in an orthonormal basis, the matrix elements of a product are sums over
intermediate states. -/
theorem matEl_mul {U : Matrix ι ι ℂ} (hU : Uᴴ * U = 1) (A B : Matrix ι ι ℂ) (j k : ι) :
    matEl U (A * B) j k = ∑ n, matEl U A j n * matEl U B n k := by
  have hU' : U * Uᴴ = 1 := mul_eq_one_comm.mp hU
  have key : Uᴴ * (A * B) * U = (Uᴴ * A * U) * (Uᴴ * B * U) := by
    calc Uᴴ * (A * B) * U = Uᴴ * A * (U * Uᴴ) * B * U := by
          rw [hU', Matrix.mul_one]; simp only [Matrix.mul_assoc]
      _ = (Uᴴ * A * U) * (Uᴴ * B * U) := by simp only [Matrix.mul_assoc]
  unfold matEl
  rw [key, Matrix.mul_apply]
```

Conjugation exchanges the states and takes the adjoint:

(A_jk)* = (Aᴴ)_kj.

```lean
omit [DecidableEq ι] in
/-- Complex conjugation of a matrix element exchanges the two states and takes the adjoint of
the operator. -/
theorem conj_matEl (U A : Matrix ι ι ℂ) (j k : ι) :
    conj (matEl U A j k) = matEl U Aᴴ k j := by
  have h : conj (matEl U A j k) = ((Uᴴ * A * U)ᴴ) k j := rfl
  rw [h]
  simp only [matEl, Matrix.conjTranspose_mul, Matrix.conjTranspose_conjTranspose,
    Matrix.mul_assoc]
```

The eigenvalue equation also gives UᴴH = diag(E)Uᴴ, which is `hL` below. Letting H act to the left in HP and to the right in PH yields

G_jk = i(E_j − E_k)P_jk.

```lean
/-- Between energy eigenstates the force is the momentum times an energy difference:
`G_jk = i (E_j - E_k) P_jk`. -/
theorem matEl_force {H U : Matrix ι ι ℂ} {E : ι → ℝ} (h : IsEigenbasis H U E)
    (P : Matrix ι ι ℂ) (j k : ι) :
    matEl U (force H P) j k = I * ((E j : ℂ) - (E k : ℂ)) * matEl U P j k := by
  have hU' : U * Uᴴ = 1 := mul_eq_one_comm.mp h.unitary
  -- the eigenvalue equation for the bras
  have hL : Uᴴ * H = diagonal (fun k => (E k : ℂ)) * Uᴴ := by
    calc Uᴴ * H = Uᴴ * (H * U) * Uᴴ := by
          rw [Matrix.mul_assoc, Matrix.mul_assoc, hU', Matrix.mul_one]
      _ = (Uᴴ * U) * diagonal (fun k => (E k : ℂ)) * Uᴴ := by
          rw [h.eigen]; simp only [Matrix.mul_assoc]
      _ = diagonal (fun k => (E k : ℂ)) * Uᴴ := by rw [h.unitary, Matrix.one_mul]
  have key : Uᴴ * force H P * U = I • (diagonal (fun k => (E k : ℂ)) * (Uᴴ * P * U)
      - (Uᴴ * P * U) * diagonal (fun k => (E k : ℂ))) := by
    calc Uᴴ * force H P * U = I • ((Uᴴ * H) * P * U - Uᴴ * P * (H * U)) := by
          simp only [force, Matrix.mul_smul, Matrix.smul_mul, Matrix.mul_sub, Matrix.sub_mul,
            Matrix.mul_assoc]
      _ = _ := by rw [hL, h.eigen]; simp only [Matrix.mul_assoc]
  unfold matEl
  rw [key]
  simp only [Matrix.smul_apply, Matrix.sub_apply, Matrix.diagonal_mul, Matrix.mul_diagonal,
    smul_eq_mul]
  ring
```

For n ≠ g, each term of the response therefore loses its denominator:

G_gn D_ng/(E_n − E_g) = −i P_gn D_ng.

Completeness sums these terms, once the missing n = g term is subtracted:

S = −i[(PD)_gg − P_gg D_gg].

Because P and D are Hermitian, P_gg and D_gg are real and (PD)_gg* = (DP)_gg. Hence

S* = i[(DP)_gg − P_gg D_gg],
R = S + S* = i(DP − PD)_gg.

In the proof, `hsplit` separates the n = g term, `hS` computes S, and `Complex.add_conj` turns twice the real part into S + S*. The hypothesis `hg` keeps the denominators nonzero; g need not be the lowest level.

```lean
/-- For Hermitian `P` and `D` and a nondegenerate level `g`, the response of the force
`i(HP - PH)` to `D` is `i` times the expectation value of `DP - PD`. -/
theorem response_force {H U P D : Matrix ι ι ℂ} {E : ι → ℝ} (h : IsEigenbasis H U E)
    (hP : P.IsHermitian) (hD : D.IsHermitian) {g : ι} (hg : ∀ n, n ≠ g → E n ≠ E g) :
    (response U E (force H P) D g : ℂ) = I * matEl U (D * P - P * D) g g := by
  have hsplit : matEl U P g g * matEl U D g g
      + ∑ n ∈ Finset.univ.erase g, matEl U P g n * matEl U D n g
      = ∑ n, matEl U P g n * matEl U D n g :=
    Finset.add_sum_erase Finset.univ (fun n => matEl U P g n * matEl U D n g)
      (Finset.mem_univ g)
  -- the energy denominators cancel, and completeness sums the series
  have hS : ∑ n ∈ Finset.univ.erase g,
      matEl U (force H P) g n * matEl U D n g / ((E n : ℂ) - (E g : ℂ))
      = -I * (matEl U (P * D) g g - matEl U P g g * matEl U D g g) := by
    rw [matEl_mul h.unitary, ← hsplit, add_sub_cancel_left, Finset.mul_sum]
    refine Finset.sum_congr rfl fun n hn => ?_
    have hne : (E n : ℂ) - (E g : ℂ) ≠ 0 :=
      sub_ne_zero.mpr (by exact_mod_cast hg n (Finset.ne_of_mem_erase hn))
    rw [matEl_force h, div_eq_iff hne]
    ring
  have hp : conj (matEl U P g g) = matEl U P g g := by rw [conj_matEl, hP.eq]
  have hd : conj (matEl U D g g) = matEl U D g g := by rw [conj_matEl, hD.eq]
  have hpd : conj (matEl U (P * D) g g) = matEl U (D * P) g g := by
    rw [conj_matEl, Matrix.conjTranspose_mul, hP.eq, hD.eq]
  have hsub : matEl U (D * P - P * D) g g = matEl U (D * P) g g - matEl U (P * D) g g := by
    simp only [matEl, Matrix.mul_sub, Matrix.sub_mul, Matrix.sub_apply]
  -- twice the real part is the sum plus its conjugate
  unfold response
  rw [← Complex.add_conj, hS, hsub]
  simp only [map_mul, map_neg, map_sub, Complex.conj_I, hp, hd, hpd]
  ring
```

## The error in the sum rule

Inserting (DP − PD)_gg = i(N + e) gives

R = i · i(N + e) = −N − e,
R − (−N) = −e.

Here N and e are real numbers, and N need not be an integer. For electronic structure, this makes one diagonal commutator element a test of the sum rule, provided that H is fully diagonalised in a finite orthonormal basis and the force is G.

```lean
/-- If the basis gives `⟨DP - PD⟩ = i(N + e)` in a nondegenerate level, with `P` and `D`
Hermitian, the force response differs from the sum-rule value `-N` by exactly `-e`. -/
theorem shielding_error {H U P D : Matrix ι ι ℂ} {E : ι → ℝ} (h : IsEigenbasis H U E)
    (hP : P.IsHermitian) (hD : D.IsHermitian) {g : ι} (hg : ∀ n, n ≠ g → E n ≠ E g)
    {N e : ℝ} (hc : matEl U (D * P - P * D) g g = I * ((N : ℂ) + (e : ℂ))) :
    response U E (force H P) D g - (-N) = -e := by
  have m := response_force h hP hD hg
  rw [hc] at m
  apply Complex.ofReal_injective
  push_cast
  rw [m]
  linear_combination ((N : ℂ) + (e : ℂ)) * Complex.I_mul_I
```

Conversely, R = −N gives (DP − PD)_gg = −iR = iN, so the sum rule holds exactly when the commutator has its canonical value in level g.

```lean
/-- For Hermitian `P` and `D` and a nondegenerate level, the force response equals `-N` if and
only if `⟨DP - PD⟩ = iN` in that level. -/
theorem sum_rule_iff {H U P D : Matrix ι ι ℂ} {E : ι → ℝ} (h : IsEigenbasis H U E)
    (hP : P.IsHermitian) (hD : D.IsHermitian) {g : ι} (hg : ∀ n, n ≠ g → E n ≠ E g) (N : ℝ) :
    response U E (force H P) D g = -N ↔ matEl U (D * P - P * D) g g = I * (N : ℂ) := by
  constructor
  · intro hr
    have m := response_force h hP hD hg
    rw [hr] at m
    push_cast at m
    linear_combination I * m + matEl U (D * P - P * D) g g * Complex.I_mul_I
  · intro hc
    have := shielding_error h hP hD hg (N := N) (e := 0) (by simpa using hc)
    linarith
```

## The errors of all states together

Let d be the number of basis states and e_k the error in state k. The trace of a commutator vanishes, so

0 = Σ_k (DP − PD)_kk = i(dN + Σ_k e_k),
Σ_k e_k = −dN.

If N ≠ 0 and there is at least one state, some state must have a nonzero error. This step needs only an orthonormal basis, not energies.

```lean
/-- In a finite orthonormal basis with `⟨DP - PD⟩ = i(N + e_k)` in each state `k`, the errors
`e_k` add up to `-N` times the number of basis states. -/
theorem sum_basis_errors {U : Matrix ι ι ℂ} (hU : Uᴴ * U = 1) (P D : Matrix ι ι ℂ)
    {N : ℝ} {e : ι → ℝ}
    (hc : ∀ k, matEl U (D * P - P * D) k k = I * ((N : ℂ) + (e k : ℂ))) :
    ∑ k, e k = -((Fintype.card ι : ℝ) * N) := by
  have hU' : U * Uᴴ = 1 := mul_eq_one_comm.mp hU
  -- the trace of a commutator vanishes
  have ht : ∑ k, matEl U (D * P - P * D) k k = 0 := by
    change Matrix.trace (Uᴴ * (D * P - P * D) * U) = 0
    rw [Matrix.trace_mul_comm, ← Matrix.mul_assoc, hU', Matrix.one_mul, Matrix.trace_sub,
      Matrix.trace_mul_comm D P, sub_self]
  rw [Finset.sum_congr rfl (fun k _ => hc k), ← Finset.mul_sum] at ht
  have hs := (mul_eq_zero.mp ht).resolve_left Complex.I_ne_zero
  rw [Finset.sum_add_distrib, Finset.sum_const, Finset.card_univ, nsmul_eq_mul] at hs
  have hr : (Fintype.card ι : ℝ) * N + ∑ k, e k = 0 := by exact_mod_cast hs
  linarith
```

Two levels with energies 0 and 1, D = σx and P = σy show the effect:

DP − PD = 2iσz.

With N = 1 the diagonal elements 2i and −2i correspond to errors 1 and −3, whose sum is −2. The theorem checks the hypotheses and these two elements.

```lean
/-- A two-level system with energies 0 and 1, `D` the Pauli matrix `σx` and `P` the Pauli matrix
`σy`, meets the hypotheses with `N = 1` and errors `1` and `-3` in its two states. -/
theorem shielding_error_witness :
    IsEigenbasis !![0, 0; 0, 1] (1 : Matrix (Fin 2) (Fin 2) ℂ) ![0, 1] ∧
    (!![0, 1; 1, 0] : Matrix (Fin 2) (Fin 2) ℂ).IsHermitian ∧
    (!![0, -I; I, 0] : Matrix (Fin 2) (Fin 2) ℂ).IsHermitian ∧
    (![0, 1] : Fin 2 → ℝ) 1 ≠ (![0, 1] : Fin 2 → ℝ) 0 ∧
    matEl 1 (!![0, 1; 1, 0] * !![0, -I; I, 0] - !![0, -I; I, 0] * !![0, 1; 1, 0])
      (0 : Fin 2) 0 = I * (1 + 1) ∧
    matEl 1 (!![0, 1; 1, 0] * !![0, -I; I, 0] - !![0, -I; I, 0] * !![0, 1; 1, 0])
      (1 : Fin 2) 1 = I * (1 + (-3)) := by
  refine ⟨⟨by simp, ?_⟩, ?_, ?_, by simp, ?_, ?_⟩
  · ext i j
    fin_cases i <;> fin_cases j <;> simp
  · unfold Matrix.IsHermitian
    ext i j
    fin_cases i <;> fin_cases j <;> simp
  · unfold Matrix.IsHermitian
    ext i j
    fin_cases i <;> fin_cases j <;> simp
  · simp only [matEl, Matrix.conjTranspose_one, Matrix.one_mul, Matrix.one_apply_eq,
      Matrix.sub_apply, Matrix.mul_apply, Fin.sum_univ_two, Matrix.of_apply,
      Matrix.cons_val_zero, Matrix.cons_val_one]
    ring
  · simp only [matEl, Matrix.conjTranspose_one, Matrix.one_mul, Matrix.one_apply_eq,
      Matrix.sub_apply, Matrix.mul_apply, Fin.sum_univ_two, Matrix.of_apply,
      Matrix.cons_val_zero, Matrix.cons_val_one]
    ring

end

end DipoleShieldingSumRule
```

## The oscillator-strength sum

The same argument, applied by hand to the velocity V = i(HD − DH), gives

2 Σ_n (E_n − E_g)|D_ng|² = −i(DV − VD)_gg.

If V = P/m, with m the electron mass, and (DP − PD)_gg = iN, the right side is N/m, which is the Thomas–Reiche–Kuhn sum rule.

```lean
#print axioms DipoleShieldingSumRule.exists_eigenbasis
#print axioms DipoleShieldingSumRule.shielding_error
#print axioms DipoleShieldingSumRule.sum_rule_iff
#print axioms DipoleShieldingSumRule.sum_basis_errors
```

```
'DipoleShieldingSumRule.exists_eigenbasis' depends on axioms: [propext, Classical.choice, Quot.sound]
'DipoleShieldingSumRule.shielding_error' depends on axioms: [propext, Classical.choice, Quot.sound]
'DipoleShieldingSumRule.sum_rule_iff' depends on axioms: [propext, Classical.choice, Quot.sound]
'DipoleShieldingSumRule.sum_basis_errors' depends on axioms: [propext, Classical.choice, Quot.sound]
```
